# The apparent variance of an evenly split EXAFS shell increases with wavenumber below $\pi/(4d)$

When a Gaussian variance is read off from an EXAFS amplitude as if there were one shell, the wavenumber $k$ has to be recorded with it if the shell may be split. For a shell divided equally between the distances $R+d$ and $R-d$, with $d>0$ and the same Gaussian variance $s$, phase shift and amplitude prefactors at both, the value read off at $0<k<\pi/(4d)$ after the prefactors are divided out exceeds $s+d^2$, strictly increases with $k$, and tends to $s+d^2$ as $k$ falls to zero.

```lean
import Mathlib

open Real Set Filter Topology

namespace EXAFSSplitShell

noncomputable section

/-- Normalised EXAFS signal at wavenumber `k` of a shell at distance `R` with Gaussian
variance `s` and phase shift `φ`; common prefactors are divided out. -/
def shellSignal (s R φ k : ℝ) : ℝ := exp (-2 * k ^ 2 * s) * sin (2 * k * R + φ)

/-- Signal of a split shell: the mean of two shells at `R + d` and `R - d`, each with
variance `s`. -/
def splitSignal (s R d φ k : ℝ) : ℝ :=
  (shellSignal s (R + d) φ k + shellSignal s (R - d) φ k) / 2

/-- Amplitude of the split shell: the Gaussian damping times the beat factor `cos (2kd)`. -/
def splitAmplitude (s d k : ℝ) : ℝ := exp (-2 * k ^ 2 * s) * cos (2 * k * d)

/-- Variance read off from the split-shell amplitude at wavenumber `k` as if it were a single
Gaussian damping factor; meant for `k ≠ 0` and a positive amplitude. -/
def apparentVariance (s d k : ℝ) : ℝ := -log (splitAmplitude s d k) / (2 * k ^ 2)

/-- The split shell oscillates like one shell at the mean distance `R`, with the beat
amplitude. -/
theorem splitSignal_eq (s R d φ k : ℝ) :
    splitSignal s R d φ k = splitAmplitude s d k * sin (2 * k * R + φ) := by
  unfold splitSignal shellSignal splitAmplitude
  rw [show 2 * k * (R + d) + φ = (2 * k * R + φ) + 2 * k * d by ring,
    show 2 * k * (R - d) + φ = (2 * k * R + φ) - 2 * k * d by ring, sin_add, sin_sub]
  ring

/-- For `d > 0` and `0 < k < π/(4d)` the beat phase `2kd` lies strictly between `0` and
`π/2`. -/
theorem phase_mem {d k : ℝ} (hd : 0 < d) (hk : k ∈ Ioo 0 (π / (4 * d))) :
    2 * k * d ∈ Ioo 0 (π / 2) := by
  have h := (lt_div_iff₀ (by positivity : 0 < 4 * d)).mp hk.2
  exact ⟨mul_pos (mul_pos two_pos hk.1) hd, by linarith⟩

/-- For `d > 0` and `0 < k < π/(4d)`, a single shell at `R` reproduces the split shell at `k`
for every phase shift exactly when its variance is the apparent variance. -/
theorem single_shell_fits_iff {d k : ℝ} (hd : 0 < d) (hk : k ∈ Ioo 0 (π / (4 * d)))
    (s R v : ℝ) :
    (∀ φ, splitSignal s R d φ k = shellSignal v R φ k) ↔ v = apparentVariance s d k := by
  have hx := phase_mem hd hk
  have hc : 0 < cos (2 * k * d) :=
    Real.cos_pos_of_mem_Ioo ⟨by linarith [hx.1, Real.pi_pos], hx.2⟩
  have hA : 0 < splitAmplitude s d k := mul_pos (Real.exp_pos _) hc
  have hk2 : 0 < 2 * k ^ 2 := mul_pos two_pos (pow_pos hk.1 2)
  constructor
  · intro h
    -- choose the phase at which the oscillation is at its crest
    have h1 := h (π / 2 - 2 * k * R)
    rw [splitSignal_eq, shellSignal, add_sub_cancel, Real.sin_pi_div_two, mul_one,
      mul_one] at h1
    rw [apparentVariance, h1, Real.log_exp, eq_div_iff hk2.ne']
    ring
  · intro h φ
    have h2 : v * (2 * k ^ 2) = -log (splitAmplitude s d k) := by
      rw [h, apparentVariance, div_mul_cancel₀ _ hk2.ne']
    rw [splitSignal_eq, shellSignal,
      show -2 * k ^ 2 * v = log (splitAmplitude s d k) by linarith, Real.exp_log hA]

/-- A function that vanishes at `0` and has positive derivative on `(0, π/2)` is positive
there, if it is differentiable on `[0, π/2)`. -/
theorem pos_of_deriv_pos {f f' : ℝ → ℝ} (h0 : f 0 = 0)
    (hf : ∀ y ∈ Ico 0 (π / 2), HasDerivAt f (f' y) y)
    (hp : ∀ y ∈ Ioo 0 (π / 2), 0 < f' y) {x : ℝ} (hx : x ∈ Ioo 0 (π / 2)) : 0 < f x := by
  have hm : StrictMonoOn f (Ico 0 (π / 2)) := by
    refine strictMonoOn_of_deriv_pos (convex_Ico _ _)
      (fun y hy => (hf y hy).continuousAt.continuousWithinAt) fun y hy => ?_
    rw [interior_Ico] at hy
    rw [(hf y ⟨hy.1.le, hy.2⟩).deriv]
    exact hp y hy
  have h := hm ⟨le_rfl, by positivity⟩ ⟨hx.1.le, hx.2⟩ hx.1
  rwa [h0] at h

/-- Where the cosine is positive, `-log (cos x)` has derivative `tan x`. -/
theorem hasDerivAt_neg_log_cos {x : ℝ} (h : 0 < cos x) :
    HasDerivAt (fun y => -log (cos y)) (tan x) x :=
  ((Real.hasDerivAt_cos x).log h.ne').fun_neg.congr_deriv (by
    rw [Real.tan_eq_sin_div_cos]; ring)

/-- The logarithmic damping of the beat, divided by the squared phase, strictly increases on
`(0, π/2)`. -/
theorem strictMonoOn_damping :
    StrictMonoOn (fun x : ℝ => -log (cos x) / x ^ 2) (Ioo 0 (π / 2)) := by
  have hcos : ∀ y ∈ Ico 0 (π / 2), 0 < cos y := fun y hy =>
    Real.cos_pos_of_mem_Ioo ⟨by linarith [hy.1, Real.pi_pos], hy.2⟩
  -- the numerator of the derivative is positive
  have hnum : ∀ y ∈ Ioo 0 (π / 2), 0 < y * tan y - 2 * -log (cos y) := fun y hy =>
    pos_of_deriv_pos (f := fun z => z * tan z - 2 * -log (cos z))
      (f' := fun z => z * (1 / cos z ^ 2) - tan z) (by simp)
      (fun z hz => (((hasDerivAt_id' z).fun_mul (Real.hasDerivAt_tan (hcos z hz).ne')).fun_sub
        ((hasDerivAt_neg_log_cos (hcos z hz)).const_mul 2)).congr_deriv (by ring))
      (fun z hz => by
        have hc := hcos z ⟨hz.1.le, hz.2⟩
        have hs := Real.sin_pos_of_pos_of_lt_pi hz.1 (by linarith [hz.2, Real.pi_pos])
        have h1 : sin z * cos z < z := by
          nlinarith [Real.sin_lt hz.1, Real.cos_le_one z]
        rw [sub_pos, Real.tan_eq_sin_div_cos, mul_one_div,
          div_lt_div_iff₀ hc (by positivity)]
        nlinarith [mul_lt_mul_of_pos_right h1 hc]) hy
  have hD : ∀ y ∈ Ioo 0 (π / 2), HasDerivAt (fun x : ℝ => -log (cos x) / x ^ 2)
      ((tan y * y ^ 2 - -log (cos y) * (2 * y)) / (y ^ 2) ^ 2) y := fun y hy =>
    (hasDerivAt_neg_log_cos (hcos y ⟨hy.1.le, hy.2⟩)).fun_div
      (by simpa using hasDerivAt_pow 2 y) (pow_pos hy.1 2).ne'
  refine strictMonoOn_of_deriv_pos (convex_Ioo _ _)
    (fun y hy => (hD y hy).continuousAt.continuousWithinAt) fun y hy => ?_
  rw [interior_Ioo] at hy
  rw [(hD y hy).deriv]
  refine div_pos ?_ (pow_pos (pow_pos hy.1 2) 2)
  linarith [mul_pos hy.1 (hnum y hy)]

/-- For `d > 0` and `0 < k < π/(4d)`, the apparent variance is each shell's variance `s` plus a term
that depends on `k` only through the beat phase `2kd`. -/
theorem apparentVariance_eq {d k : ℝ} (hd : 0 < d) (hk : k ∈ Ioo 0 (π / (4 * d))) (s : ℝ) :
    apparentVariance s d k
      = s + 2 * d ^ 2 * (-log (cos (2 * k * d)) / (2 * k * d) ^ 2) := by
  have hx := phase_mem hd hk
  have hc : 0 < cos (2 * k * d) :=
    Real.cos_pos_of_mem_Ioo ⟨by linarith [hx.1, Real.pi_pos], hx.2⟩
  have hk0 : k ≠ 0 := hk.1.ne'
  rw [apparentVariance, splitAmplitude, Real.log_mul (Real.exp_pos _).ne' hc.ne',
    Real.log_exp]
  generalize log (cos (2 * k * d)) = L
  field_simp
  ring

/-- For `d > 0` and `0 < k < π/(4d)`, the apparent variance lies above `s + d²` and at most
at `s + d² / cos (2kd)`. -/
theorem apparentVariance_bounds {d k : ℝ} (hd : 0 < d) (hk : k ∈ Ioo 0 (π / (4 * d)))
    (s : ℝ) : s + d ^ 2 < apparentVariance s d k ∧
      apparentVariance s d k ≤ s + d ^ 2 / cos (2 * k * d) := by
  rw [apparentVariance_eq hd hk]
  have hx := phase_mem hd hk
  generalize 2 * k * d = x at hx ⊢
  have hc : 0 < cos x := Real.cos_pos_of_mem_Ioo ⟨by linarith [hx.1, Real.pi_pos], hx.2⟩
  have hx2 : 0 < x ^ 2 := pow_pos hx.1 2
  have hd2 : 0 < d ^ 2 := pow_pos hd 2
  constructor
  · -- integrate `tan y > y`
    have h := pos_of_deriv_pos (f := fun y => -log (cos y) - y * y / 2)
      (f' := fun y => tan y - y) (by simp)
      (fun y hy => ((hasDerivAt_neg_log_cos (Real.cos_pos_of_mem_Ioo
        ⟨by linarith [hy.1, Real.pi_pos], hy.2⟩)).fun_sub
        (((hasDerivAt_id' y).fun_mul (hasDerivAt_id' y)).div_const 2)).congr_deriv (by ring))
      (fun y hy => sub_pos.mpr (Real.lt_tan hy.1 hy.2)) hx
    have h1 : 1 / 2 < -log (cos x) / x ^ 2 := by
      rw [lt_div_iff₀ hx2]
      linarith
    linarith [mul_lt_mul_of_pos_left h1 hd2]
  · -- `log y ≤ y - 1` at `y = 1 / cos x`
    have h := Real.log_le_sub_one_of_pos (inv_pos.mpr hc)
    rw [Real.log_inv] at h
    have h1 : 1 - cos x ≤ x ^ 2 / 2 := by linarith [Real.one_sub_sq_div_two_le_cos (x := x)]
    have h2 := mul_le_mul_of_nonneg_left h1 (inv_pos.mpr hc).le
    have h3 : (cos x)⁻¹ * cos x = 1 := inv_mul_cancel₀ hc.ne'
    have h4 : -log (cos x) / x ^ 2 ≤ (cos x)⁻¹ / 2 := by
      rw [div_le_iff₀ hx2]
      linarith
    rw [div_eq_mul_inv (d ^ 2)]
    linarith [mul_le_mul_of_nonneg_left h4 hd2.le]

/-- For a splitting `d > 0`, the apparent variance exceeds `s + d²` and strictly increases
with `k` on `0 < k < π/(4d)`, and it tends to `s + d²` as `k` falls to zero. -/
theorem apparentVariance_depends_on_range {d : ℝ} (hd : 0 < d) (s : ℝ) :
    (∀ k ∈ Ioo 0 (π / (4 * d)), s + d ^ 2 < apparentVariance s d k) ∧
    StrictMonoOn (apparentVariance s d) (Ioo 0 (π / (4 * d))) ∧
    Tendsto (apparentVariance s d) (𝓝[>] 0) (𝓝 (s + d ^ 2)) := by
  refine ⟨fun k hk => (apparentVariance_bounds hd hk s).1, fun k hk l hl hkl => ?_, ?_⟩
  · rw [apparentVariance_eq hd hk, apparentVariance_eq hd hl]
    have hlt : 2 * k * d < 2 * l * d := by gcongr
    have h := strictMonoOn_damping (phase_mem hd hk) (phase_mem hd hl) hlt
    have hd2 : 0 < 2 * d ^ 2 := by positivity
    linarith [mul_lt_mul_of_pos_left h hd2]
  · -- squeeze between the two bounds
    have hc : ContinuousAt (fun k : ℝ => s + d ^ 2 / cos (2 * k * d)) 0 :=
      continuousAt_const.add (continuousAt_const.div (by fun_prop) (by simp))
    have hu : Tendsto (fun k : ℝ => s + d ^ 2 / cos (2 * k * d)) (𝓝 0)
        (𝓝 (s + d ^ 2 / cos (2 * 0 * d))) := hc
    rw [show s + d ^ 2 / cos (2 * 0 * d) = s + d ^ 2 by simp] at hu
    have hev : Ioo 0 (π / (4 * d)) ∈ 𝓝[>] (0 : ℝ) := Ioo_mem_nhdsGT (by positivity)
    refine tendsto_of_tendsto_of_tendsto_of_le_of_le' tendsto_const_nhds
      (hu.mono_left nhdsWithin_le_nhds) ?_ ?_
    · filter_upwards [hev] with k hk using (apparentVariance_bounds hd hk s).1.le
    · filter_upwards [hev] with k hk using (apparentVariance_bounds hd hk s).2

/-- For `d > 0`, no single-shell variance at distance `R` reproduces the split shell, for every
phase shift, at two different wavenumbers between `0` and `π/(4d)`. -/
theorem no_common_variance {d k l : ℝ} (hd : 0 < d) (hk : k ∈ Ioo 0 (π / (4 * d)))
    (hl : l ∈ Ioo 0 (π / (4 * d))) (hkl : k ≠ l) (s R : ℝ) :
    ¬ ∃ v, ∀ φ, splitSignal s R d φ k = shellSignal v R φ k ∧
      splitSignal s R d φ l = shellSignal v R φ l := by
  rintro ⟨v, hv⟩
  have h1 := (single_shell_fits_iff hd hk s R v).mp fun φ => (hv φ).1
  have h2 := (single_shell_fits_iff hd hl s R v).mp fun φ => (hv φ).2
  exact hkl ((apparentVariance_depends_on_range hd s).2.1.injOn hk hl (h1.symm.trans h2))

end

end EXAFSSplitShell
```

```lean
#print axioms EXAFSSplitShell.apparentVariance_depends_on_range
-- 'EXAFSSplitShell.apparentVariance_depends_on_range' depends on axioms: [propext, Classical.choice, Quot.sound]
#print axioms EXAFSSplitShell.no_common_variance
-- 'EXAFSSplitShell.no_common_variance' depends on axioms: [propext, Classical.choice, Quot.sound]
```

## Two distances, one beat amplitude

Averaging $\sin(2kr+\varphi)$ over a Gaussian distribution of distances $r$ with mean $R$ and variance $s$ gives

$$e^{-2k^2s}\sin(2kR+\varphi),$$

where $\varphi$ is the phase shift. This is `shellSignal s R φ k`. The split shell, `splitSignal s R d φ k`, is the mean of two such signals, at $R+d$ and $R-d$. Since $\sin(a+b)+\sin(a-b)=2\sin a\cos b$, with $a=2kR+\varphi$ and $b=2kd$, that mean equals

$$A(k)\,\sin(2kR+\varphi),\qquad A(k)=e^{-2k^2s}\cos(2kd).$$

The theorem `splitSignal_eq` states this identity, and $A(k)$ is `splitAmplitude s d k`. Its proof rewrites the two sine arguments as $a\pm b$, applies the addition formulas and collects terms.

The split shell therefore oscillates like one shell at the mean distance, but its amplitude carries a beat factor besides the Gaussian damping. Setting $A(k)=e^{-2k^2v}$ and solving for $v$ gives the apparent variance

$$v(k)=-\frac{\log A(k)}{2k^2},$$

which is `apparentVariance s d k`. For $s=0$ it is $-\log(\cos 2kd)/(2k^2)$, so two perfectly sharp distances already look like a disordered shell.

## What is stated, and for which model

The main theorem, `apparentVariance_depends_on_range`, has three parts for every $d>0$ and every real $s$:

- $v(k)>s+d^2$ for all $k$ in `Ioo 0 (π / (4 * d))`, the open interval from $0$ to $\pi/(4d)$;
- $v$ is strictly increasing on that interval (`StrictMonoOn`);
- $v(k)\to s+d^2$ as $k\to0$ from above, which is the meaning of `𝓝[>] 0`.

The limit has a direct reading: $s+d^2$ is the variance of the whole distance distribution, $s$ from each peak and $d^2$ from their separation. At the upper end of the interval the beat factor reaches its first zero, where no finite variance can describe the amplitude.

Two further theorems connect $v(k)$ with fitting. According to `single_shell_fits_iff`, a single shell at $R$ with variance $v$ reproduces the split signal at $k$ for every phase shift exactly when $v$ is the apparent variance. According to `no_common_variance`, no single $v$ does so at two different wavenumbers $k$ and $l$ in the interval.

For the interpretation of EXAFS this means that, in this model of two equally populated distances, a single-shell disorder parameter is tied to the wavenumber at which it was determined. The model divides out the remaining prefactors as common to both distances, so it neglects their different geometric factors and mean-free-path losses, and it gives both the same phase shift. The comparison shell has its distance fixed at $R$ and its amplitude prefactor fixed at one. A fit that also adjusts these quantities, or a least-squares fit over a window of wavenumbers, is a different problem. All quantities are real numbers in consistent units, and the physical requirements $s\ge0$ and $d<R$ are not needed.

## Why the amplitude determines the variance

Put $x=2kd$. For $0<k<\pi/(4d)$ this beat phase lies strictly between $0$ and $\pi/2$ (`phase_mem`), so $\cos x$ and $A(k)$ are positive.

Suppose that a single shell with variance $v$ matches the split shell for every phase shift. At $\varphi=\pi/2-2kR$ the sine is one, so $A(k)=e^{-2k^2v}$, and taking the logarithm gives $v=v(k)$. Conversely, if $v=v(k)$, then $e^{-2k^2v}=A(k)$, because $A(k)>0$, and the signals agree for all $\varphi$. These are the two directions of `single_shell_fits_iff`. Agreement only at a phase where the sine vanishes would not determine $v$, since both signals are then zero.

## Reduction to one function of the beat phase

The logarithm of $A(k)$ is $-2k^2s+\log\cos x$. With $2k^2=x^2/(2d^2)$ this gives

$$v(k)=s+2d^2\,g(x),\qquad g(x)=\frac{-\log\cos x}{x^2}.$$

This is `apparentVariance_eq`. What remains is to bound $g$ and to show that it increases on $(0,\pi/2)$.

Both tasks use `pos_of_deriv_pos`: a function that vanishes at $0$, is differentiable on $[0,\pi/2)$ and has positive derivative on $(0,\pi/2)$ is positive on $(0,\pi/2)$. They also use the derivative of $-\log\cos x$, which is $\tan x$ (`hasDerivAt_neg_log_cos`).

## Bounds on both sides

For the lower bound, take $f(y)=-\log\cos y-y^2/2$. Then $f(0)=0$ and $f'(y)=\tan y-y>0$, so $-\log\cos x>x^2/2$ and $g(x)>1/2$.

For the upper bound, apply $\log y\le y-1$ at $y=1/\cos x$, and then $1-\cos x\le x^2/2$:

$$-\log\cos x\le\frac{1-\cos x}{\cos x}\le\frac{x^2}{2\cos x}.$$

Hence $g(x)\le1/(2\cos x)$. Inserting both bounds into the formula for $v(k)$ gives

$$s+d^2<v(k)\le s+\frac{d^2}{\cos(2kd)},$$

which is `apparentVariance_bounds`. In the Lean proof, `generalize` replaces $2kd$ by $x$, and the two branches after `constructor` carry out these two arguments.

As $k\to0^+$ the cosine tends to one, so the upper bound tends to $s+d^2$, which is also the constant lower bound. The squeeze theorem gives the limit. In Lean the bounds are needed only for $k$ close enough to zero on the positive side, which `filter_upwards` supplies from the interval.

## Growth with wavenumber

The quotient rule gives

$$g'(x)=\frac{x^2\tan x+2x\log\cos x}{x^4}=\frac{N(x)}{x^3},\qquad N(x)=x\tan x+2\log\cos x.$$

Here $N(0)=0$, and

$$N'(x)=\tan x+\frac{x}{\cos^2x}-2\tan x=\frac{x-\sin x\cos x}{\cos^2x}.$$

For $0<x<\pi/2$ we have $\sin x\cos x\le\sin x<x$, so $N'(x)>0$. Therefore $N(x)>0$ and $g'(x)>0$.

This is the content of `strictMonoOn_damping`. Its step `hnum` proves that $N$ is positive, with `h1` as the inequality $\sin z\cos z<z$. The step `hD` supplies the derivative of $g$, and a positive derivative on the interval gives strict growth.

If $k<l$ are two wavenumbers in the range, then $2kd<2ld$, so $g(2kd)<g(2ld)$. Multiplying by $2d^2>0$ and adding $s$ gives $v(k)<v(l)$.

The theorem `no_common_variance` now follows by contradiction. A variance that fits at both $k$ and $l$ would equal $v(k)$ and $v(l)$ by `single_shell_fits_iff`. A strictly increasing function takes each value at most once, so $k=l$, contrary to the assumption that they differ.
